# Wick recursion for vacuum expectation values of bosonic ladder operators

To evaluate the vacuum expectation value of a long product of bosonic ladder operators, one contracts the first operator with each of the others in turn and is left with products shorter by two factors. The file below proves this step for finitely many independent modes, where each factor may be any complex linear combination of ladder operators.

In Lean 4 with Mathlib:

```lean
import Mathlib

open MvPolynomial

namespace WickRecursion

noncomputable section

variable {ι : Type*} [Fintype ι] [DecidableEq ι] {R : Type*} [Ring R] [Algebra ℂ R]

/-- Independent bosonic modes: annihilation operators `a i` and creation operators `b i`
obeying the canonical commutation relations. -/
structure IsModes (a b : ι → R) : Prop where
  aa : ∀ i j, a i * a j = a j * a i
  bb : ∀ i j, b i * b j = b j * b i
  ab : ∀ i j, a i * b j = b j * a i + if i = j then 1 else 0

/-- A vacuum functional: normalised, and zero on any product that ends with an annihilation
operator or begins with a creation operator. -/
structure IsVacuum (a b : ι → R) (φ : R →ₗ[ℂ] ℂ) : Prop where
  one : φ 1 = 1
  ann : ∀ y i, φ (y * a i) = 0
  cre : ∀ i y, φ (b i * y) = 0

/-- The operator `x` is a complex linear combination of ladder operators. -/
def IsLadder (a b : ι → R) (x : R) : Prop :=
  ∃ u v : ι → ℂ, x = ∑ i, u i • a i + ∑ i, v i • b i

/-- The ordered product `A 0 * A 1 * ... * A (n-1)`. -/
def ordProd {n : ℕ} (A : Fin n → R) : R := (List.ofFn A).prod

omit [Algebra ℂ R] in
/-- The first factor of an ordered product can be split off on the left. -/
theorem ordProd_succ {n : ℕ} (A : Fin (n + 1) → R) :
    ordProd A = A 0 * ordProd (fun i => A i.succ) := by
  simp [ordProd, List.ofFn_succ]

omit [DecidableEq ι] in
/-- The vacuum functional vanishes when a combination of annihilation operators stands on the
right, and when a combination of creation operators stands on the left. -/
theorem vacuum_kills {a b : ι → R} {φ : R →ₗ[ℂ] ℂ} (hφ : IsVacuum a b φ)
    (u : ι → ℂ) (y : R) :
    φ (y * ∑ i, u i • a i) = 0 ∧ φ ((∑ i, u i • b i) * y) = 0 := by
  constructor
  · simp [Finset.mul_sum, map_sum, hφ.ann]
  · simp [Finset.sum_mul, map_sum, hφ.cre]

/-- Moving a combination of annihilation operators to the right past a ladder combination
costs the scalar given by their vacuum contraction. -/
theorem annihilation_contract {a b : ι → R} {φ : R →ₗ[ℂ] ℂ} (h : IsModes a b)
    (hφ : IsVacuum a b φ) (u : ι → ℂ) {x : R} (hx : IsLadder a b x) :
    (∑ i, u i • a i) * x
      = x * (∑ i, u i • a i) + φ ((∑ i, u i • a i) * x) • (1 : R) := by
  obtain ⟨p, q, hpq⟩ := hx
  have h1 : ∀ i, a i * x = x * a i + q i • (1 : R) := by
    intro i
    rw [hpq]
    simp only [mul_add, add_mul, Finset.mul_sum, Finset.sum_mul, mul_smul_comm,
      smul_mul_assoc, h.ab, h.aa i, smul_add, Finset.sum_add_distrib, smul_ite, smul_zero,
      Finset.sum_ite_eq, Finset.mem_univ, if_true]
    abel
  have e : (∑ i, u i • a i) * x
      = x * (∑ i, u i • a i) + (∑ i, u i * q i) • (1 : R) := by
    rw [Finset.sum_mul, Finset.mul_sum, Finset.sum_smul, ← Finset.sum_add_distrib]
    refine Finset.sum_congr rfl fun i _ => ?_
    rw [smul_mul_assoc, h1, smul_add, mul_smul_comm, smul_smul]
  -- the vacuum functional reads off the scalar
  have hc : φ ((∑ i, u i • a i) * x) = ∑ i, u i * q i := by
    rw [e, map_add, (vacuum_kills hφ u x).1, map_smul, hφ.one, smul_eq_mul, mul_one, zero_add]
  rw [hc]
  exact e

/-- Moving a combination of creation operators to the left past a ladder combination
costs the scalar given by their vacuum contraction. -/
theorem creation_contract {a b : ι → R} {φ : R →ₗ[ℂ] ℂ} (h : IsModes a b)
    (hφ : IsVacuum a b φ) (v : ι → ℂ) {x : R} (hx : IsLadder a b x) :
    x * (∑ i, v i • b i)
      = (∑ i, v i • b i) * x + φ (x * (∑ i, v i • b i)) • (1 : R) := by
  obtain ⟨p, q, hpq⟩ := hx
  have h1 : ∀ i, x * b i = b i * x + p i • (1 : R) := by
    intro i
    rw [hpq]
    simp only [mul_add, add_mul, Finset.mul_sum, Finset.sum_mul, mul_smul_comm,
      smul_mul_assoc, h.ab, h.bb i, smul_add, Finset.sum_add_distrib, smul_ite, smul_zero,
      Finset.sum_ite_eq', Finset.mem_univ, if_true]
    abel
  have e : x * (∑ i, v i • b i)
      = (∑ i, v i • b i) * x + (∑ i, v i * p i) • (1 : R) := by
    rw [Finset.mul_sum, Finset.sum_mul, Finset.sum_smul, ← Finset.sum_add_distrib]
    refine Finset.sum_congr rfl fun i _ => ?_
    rw [mul_smul_comm, h1, smul_add, smul_mul_assoc, smul_smul]
  have hc : φ (x * (∑ i, v i • b i)) = ∑ i, v i * p i := by
    rw [e, map_add, (vacuum_kills hφ v x).2, map_smul, hφ.one, smul_eq_mul, mul_one, zero_add]
  rw [hc]
  exact e

/-- An operator whose commutator with each factor is a scalar `c k` moves through the ordered
product, leaving for each `k` the term `c k` times the product without factor `k`. -/
theorem move_through {m : ℕ} (x : R) (B : Fin (m + 1) → R) (c : Fin (m + 1) → ℂ)
    (h : ∀ k, x * B k = B k * x + c k • (1 : R)) :
    x * ordProd B = ordProd B * x + ∑ k, c k • ordProd (fun j => B (k.succAbove j)) := by
  induction m with
  | zero => simpa [ordProd, List.ofFn_succ] using h 0
  | succ m ih =>
    have ih' := ih (fun i => B i.succ) (fun i => c i.succ) (fun k => h k.succ)
    -- removing a later factor leaves the first one in place
    have hs : ∀ k : Fin (m + 1), ordProd (fun j => B (k.succ.succAbove j))
        = B 0 * ordProd (fun j => B (k.succAbove j).succ) := by
      intro k
      rw [ordProd_succ]
      simp only [Fin.succ_succAbove_zero, Fin.succ_succAbove_succ]
    rw [Fin.sum_univ_succ, ordProd_succ B]
    simp only [hs, Fin.succAbove_zero]
    rw [← mul_assoc, h 0, add_mul, mul_assoc, ih', mul_add, Finset.mul_sum]
    simp only [mul_smul_comm, smul_mul_assoc, one_mul, mul_assoc]
    abel

/-- Wick recursion: the vacuum expectation of an ordered product of ladder combinations is the
sum over all partners of the first factor of the contraction times the expectation of the
remaining factors in their original order. -/
theorem wick_recursion {a b : ι → R} {φ : R →ₗ[ℂ] ℂ} (h : IsModes a b)
    (hφ : IsVacuum a b φ) {m : ℕ} (A : Fin (m + 2) → R) (hA : ∀ k, IsLadder a b (A k)) :
    φ (ordProd A) = ∑ k : Fin (m + 1),
      φ (A 0 * A k.succ) * φ (ordProd (fun j : Fin m => A (k.succAbove j).succ)) := by
  obtain ⟨u, v, h0⟩ := hA 0
  -- only the annihilation part of the first factor contributes
  have hc : ∀ y, φ (A 0 * y) = φ ((∑ i, u i • a i) * y) := by
    intro y
    rw [h0, add_mul, map_add, (vacuum_kills hφ v y).2, add_zero]
  rw [ordProd_succ, hc, move_through _ (fun k => A k.succ)
    (fun k => φ ((∑ i, u i • a i) * A k.succ))
    (fun k => annihilation_contract h hφ u (hA k.succ)),
    map_add, (vacuum_kills hφ u _).1, zero_add, map_sum]
  refine Finset.sum_congr rfl fun k _ => ?_
  rw [map_smul, smul_eq_mul, hc]

/-- Mirror form of the recursion: the last factor `x` is contracted with each of the factors
to its left. -/
theorem wick_recursion_last {a b : ι → R} {φ : R →ₗ[ℂ] ℂ} (h : IsModes a b)
    (hφ : IsVacuum a b φ) {m : ℕ} (B : Fin (m + 1) → R) (hB : ∀ k, IsLadder a b (B k))
    {x : R} (hx : IsLadder a b x) :
    φ (ordProd B * x) = ∑ k, φ (B k * x) * φ (ordProd (fun j => B (k.succAbove j))) := by
  obtain ⟨u, v, h0⟩ := hx
  -- only the creation part of the last factor contributes
  have hc : ∀ y, φ (y * x) = φ (y * ∑ i, v i • b i) := by
    intro y
    rw [h0, mul_add, map_add, (vacuum_kills hφ u y).1, zero_add]
  have e := congrArg φ (move_through (∑ i, v i • b i) B
    (fun k => -φ (B k * ∑ i, v i • b i)) (fun k => by
      rw [neg_smul, ← sub_eq_add_neg]
      exact eq_sub_of_add_eq (creation_contract h hφ v (hB k)).symm))
  rw [(vacuum_kills hφ v _).2, map_add, map_sum] at e
  simp only [map_smul, smul_eq_mul, neg_mul, Finset.sum_neg_distrib] at e
  simp only [hc]
  linear_combination -e

/-- The vacuum expectation of a product of an odd number of ladder combinations is zero. -/
theorem odd_product_vanishes {a b : ι → R} {φ : R →ₗ[ℂ] ℂ} (h : IsModes a b)
    (hφ : IsVacuum a b φ) (m : ℕ) (A : Fin (2 * m + 1) → R)
    (hA : ∀ k, IsLadder a b (A k)) : φ (ordProd A) = 0 := by
  induction m with
  | zero =>
    have one_point : ∀ x, IsLadder a b x → φ x = 0 := by
      rintro x ⟨u, v, rfl⟩
      have h1 := (vacuum_kills hφ u 1).1
      have h2 := (vacuum_kills hφ v 1).2
      rw [one_mul] at h1
      rw [mul_one] at h2
      rw [map_add, h1, h2, add_zero]
    have e : ∀ C : Fin 1 → R, ordProd C = C 0 := by
      intro C
      simp [ordProd]
    exact (congrArg φ (e A)).trans (one_point _ (hA _))
  | succ m ih =>
    refine (wick_recursion (m := 2 * m + 1) h hφ A hA).trans ?_
    refine Finset.sum_eq_zero fun k _ => ?_
    rw [ih _ (fun j => hA _), mul_zero]

/-- Even vacuum moments of a ladder combination `x`: the moment of order `2m` is
`1 * 3 * ... * (2m-1)` times the `m`-th power of the second moment. -/
theorem even_moments {a b : ι → R} {φ : R →ₗ[ℂ] ℂ} (h : IsModes a b)
    (hφ : IsVacuum a b φ) {x : R} (hx : IsLadder a b x) (m : ℕ) :
    φ (x ^ (2 * m)) = (∏ j ∈ Finset.range m, (2 * (j : ℂ) + 1)) * φ (x ^ 2) ^ m := by
  induction m with
  | zero => simp [hφ.one]
  | succ m ih =>
    -- all partners of the first factor contribute equally
    have e := wick_recursion (m := 2 * m) h hφ (fun _ => x) (fun _ => hx)
    simp only [ordProd, List.ofFn_const, List.prod_replicate, Finset.sum_const,
      Finset.card_univ, Fintype.card_fin, nsmul_eq_mul] at e
    rw [show 2 * (m + 1) = 2 * m + 2 by ring, e, ih, Finset.prod_range_succ,
      pow_succ (φ (x ^ 2)), pow_two x]
    push_cast
    ring

/-- The functional sending an operator `T` on polynomials to the constant term of `T 1`. -/
def polyVacuum (ι : Type*) : Module.End ℂ (MvPolynomial ι ℂ) →ₗ[ℂ] ℂ where
  toFun T := coeff 0 (T 1)
  map_add' S T := by simp
  map_smul' c T := by simp

omit [Fintype ι] in
set_option maxHeartbeats 400000 in
/-- On polynomials, the partial derivatives and the multiplications by the variables are
independent modes, and the constant term of `T 1` is a vacuum functional for them. -/
theorem modes_witness :
    IsModes (R := Module.End ℂ (MvPolynomial ι ℂ))
      (fun i => (pderiv i).toLinearMap) (fun i => LinearMap.mulLeft ℂ (X i)) ∧
    IsVacuum (R := Module.End ℂ (MvPolynomial ι ℂ))
      (fun i => (pderiv i).toLinearMap) (fun i => LinearMap.mulLeft ℂ (X i))
      (polyVacuum ι) := by
  refine ⟨⟨fun i j => ?_, fun i j => ?_, fun i j => ?_⟩, ⟨?_, fun y i => ?_, fun i y => ?_⟩⟩
  · -- the commutator of two partial derivatives is a derivation killing every variable
    have hD : ⁅(pderiv i : Derivation ℂ (MvPolynomial ι ℂ) (MvPolynomial ι ℂ)),
        (pderiv j : Derivation ℂ (MvPolynomial ι ℂ) (MvPolynomial ι ℂ))⁆ = 0 := by
      apply MvPolynomial.derivation_ext
      intro k
      rw [Derivation.commutator_apply, pderiv_X, pderiv_X]
      simp only [Pi.single_apply]
      split_ifs <;> simp
    refine LinearMap.ext fun p => ?_
    have hp : pderiv (R := ℂ) i (pderiv (R := ℂ) j p)
        - pderiv (R := ℂ) j (pderiv (R := ℂ) i p) = 0 := by
      rw [← Derivation.commutator_apply, hD]
      rfl
    change pderiv (R := ℂ) i (pderiv (R := ℂ) j p) = pderiv (R := ℂ) j (pderiv (R := ℂ) i p)
    exact sub_eq_zero.mp hp
  · refine LinearMap.ext fun p => ?_
    change X i * (X j * p) = X j * (X i * p)
    ring
  · -- the product rule gives the mixed relation
    by_cases hij : i = j
    · subst hij
      refine LinearMap.ext fun p => ?_
      simp
    · refine LinearMap.ext fun p => ?_
      simp [pderiv_X, hij, Ne.symm hij]
  · change coeff 0 (1 : MvPolynomial ι ℂ) = 1
    simp
  · change coeff 0 (y (pderiv (R := ℂ) i 1)) = 0
    simp
  · have hz : constantCoeff (X i * y 1) = 0 := by simp
    change coeff 0 (X i * y 1) = 0
    exact hz

end

end WickRecursion
```

```lean
#print axioms WickRecursion.wick_recursion
-- 'WickRecursion.wick_recursion' depends on axioms: [propext, Classical.choice, Quot.sound]
#print axioms WickRecursion.wick_recursion_last
-- 'WickRecursion.wick_recursion_last' depends on axioms: [propext, Classical.choice, Quot.sound]
#print axioms WickRecursion.odd_product_vanishes
-- 'WickRecursion.odd_product_vanishes' depends on axioms: [propext, Classical.choice, Quot.sound]
#print axioms WickRecursion.even_moments
-- 'WickRecursion.even_moments' depends on axioms: [propext, Classical.choice, Quot.sound]
```

## Modes, vacuum and ordered products

The operators live in an algebra `R` over the complex numbers. `IsModes` states the canonical commutation relations: the annihilation operators a_i commute among themselves, so do the creation operators b_i, and

a_i b_j = b_j a_i + δ_ij.

`IsVacuum` describes a linear functional φ with φ(1) = 1, φ(y a_i) = 0 and φ(b_i y) = 0 for every y in `R`. In Fock space φ(y) is ⟨0|y|0⟩, and the last two conditions say that a_i|0⟩ = 0 and ⟨0|b_i = 0. The file does not require b_i to be the adjoint of a_i, or φ to be positive.

`IsLadder a b x` says that x = Σ_i u_i a_i + Σ_i v_i b_i with complex coefficients. Positions and momenta measured from equilibrium have this form; an added constant is not allowed. `ordProd` multiplies the factors in the order of their indices, and `k.succAbove j` runs through the indices with k left out.

For factors A_0, ..., A_{m+1}, `wick_recursion` then reads

φ(A_0 A_1 ⋯ A_{m+1}) = Σ_{k=0}^{m} φ(A_0 A_{k+1}) φ(P_k),

where P_k is the product A_1 ⋯ A_{m+1} without A_{k+1}, in the original order. For m = 0, P_0 is the empty product 1 and both sides are φ(A_0 A_1).

This is a single contraction step for expectation values. Wick's theorem as an expansion of operators into normal-ordered products is a different statement, and the explicit sum over all pairings is not written out here.

## Moving the annihilation part to the right

Write A_0 = α + β, with α = Σ_i u_i a_i and β = Σ_i v_i b_i. By linearity, φ(yα) = 0 and φ(βy) = 0 for every y, which is `vacuum_kills`. Hence

φ(A_0 y) = φ(αy).

Now let x = Σ_i p_i a_i + Σ_i q_i b_i. Only the creation part of x fails to commute with α, so

αx = xα + Σ_i u_i q_i.

Applying φ removes xα and gives φ(αx) = Σ_i u_i q_i. The commutator is therefore the vacuum contraction itself, as `annihilation_contract` states:

αx = xα + φ(αx) 1.

Set B_k = A_{k+1} and c_k = φ(αB_k). Passing α through all the factors gives

α B_0 ⋯ B_m = B_0 ⋯ B_m α + Σ_{k=0}^{m} c_k P_k.

`move_through` proves this by induction. For one factor it is the commutator relation. For a longer product B_0 Q,

α B_0 Q = B_0 α Q + c_0 Q,

and the induction hypothesis expands αQ. Multiplying by B_0 on the left restores the first factor in every term that omits a later one; `Fin.sum_univ_succ` separates the k = 0 term in the same way.

Applying φ to the expansion, the term ending in α vanishes. Since c_k = φ(αB_k) = φ(A_0 A_{k+1}), the recursion follows.

## Contraction from the right, and moments

`wick_recursion_last` contracts the last operator x instead:

φ(B_0 ⋯ B_m x) = Σ_{k=0}^{m} φ(B_k x) φ(B_0 ⋯ B_m without B_k).

Here only the creation part of x survives. `creation_contract` supplies its commutators, and `move_through` is applied with scalars of opposite sign.

A single ladder combination has zero expectation. Each recursion step removes two factors, so every product of odd length also has zero expectation (`odd_product_vanishes`). If all factors equal x, the 2m + 1 partners contribute equally:

φ(x^(2m+2)) = (2m + 1) φ(x²) φ(x^(2m)).

Induction from φ(1) = 1 gives `even_moments`:

φ(x^(2m)) = 1·3 ⋯ (2m − 1) φ(x²)^m,

with the empty product equal to 1 at m = 0. For uncoupled harmonic oscillators in their ground state, this gives ⟨q⁴⟩ = 3⟨q²⟩² for a displacement q, the average needed for a quartic anharmonic correction at first order.

## A realisation on polynomials

`modes_witness` shows that the assumptions are satisfiable. Take a_i = ∂/∂X_i, let b_i be multiplication by X_i, and let φ(T) be the constant term of T applied to 1. The product rule gives the mixed relation. The commutator of two partial derivatives is a derivation that annihilates every variable, so it is zero. Differentiating 1 gives 0, and a multiple of X_i has no constant term, which are the two vacuum conditions.
